# Exponential relaxation of a two-state system with constant positive rates

A defect in a semiconductor holds an electron or is empty; a molecule is in one of two conformations. The system leaves the first state at rate $a$ and enters it at rate $b$, and the question is how the probability $p(t)$ of finding it in that state evolves. To put this into Lean, one first decides what kind of object $p$ is. Here it is an arbitrary real-valued function of a real time, with no built-in restriction to the interval $[0,1]$. That $p$ remains a probability is then a theorem about the dynamics, and it can be asked for which times it holds.

For constant $a,b>0$ the answer is

$$p(t)=\frac{b}{a+b}+\Big(p(0)-\frac{b}{a+b}\Big)e^{-(a+b)t}.$$

The occupation tends to $b/(a+b)$, and it stays in $[0,1]$ for $t\ge 0$ if it starts there. Positive rates mean that both transitions do occur; constant rates mean that the surroundings which drive them do not change.

```lean
import Mathlib

open Filter Topology

namespace TwoStateMasterEquation

noncomputable section
```

## Gain and loss on a finite set of states

Let $P_i(t)$ be the population of state $i$ and $W_{ij}$ the rate of jumps from $j$ to $i$. Each state gains from jumps into it and loses through jumps out of it:

$$\dot P_i=\sum_j\big(W_{ij}P_j-W_{ji}P_i\big).$$

```lean
/-- The gain-loss master equation on a finite set of states: `W i j` is the rate of jumps
from `j` to `i`, and `P t i` is the population of state `i` at time `t`. -/
def MasterEquation {n : Type*} [Fintype n] (W : n → n → ℝ) (P : ℝ → n → ℝ) : Prop :=
  ∀ t i, HasDerivAt (fun u => P u i) (∑ j, (W i j * P t j - W j i * P t i)) t
```

The index type `n` is any finite set of states, and `P t i` stands for $P_i(t)$, with the time first. Some texts write the two indices of $W$ in the opposite order. The diagonal entries $W_{ii}$ cancel from the sum, so their values are irrelevant. The definition puts no sign condition on the rates.

`HasDerivAt` says that the derivative exists and has the stated value, and this is required at every real $t$, negative times included. For a system prepared at $t=0$, the values at negative times are a mathematical continuation of the solution and not actual populations; such a continuation always exists, because the equation is linear with constant coefficients. The step from this model to a real system is the assumption that jumps have no memory and happen at fixed rates. For a quantum system it also means that the populations evolve independently of the coherences.

For two states the equation to be solved is

$$\dot p=-a\,p+b\,(1-p).$$

```lean
/-- The two-state rate equation `p' = -a p + b (1 - p)` for the occupation `p` of a state
that is left at rate `a` and entered at rate `b`. -/
def RateEquation (a b : ℝ) (p : ℝ → ℝ) : Prop :=
  ∀ t, HasDerivAt p (-a * p t + b * (1 - p t)) t
```

The value at which it will come to rest is abbreviated as $s=b/(a+b)$.

```lean
/-- The stationary occupation `b / (a + b)`, for rates with `a + b ≠ 0`. -/
def stationary (a b : ℝ) : ℝ := b / (a + b)
```

## Total probability is constant

The two-state equation contains $1-p$ as the population of the other state, which presupposes that the populations always add up to one. If they add up to one at the start, this follows from the master equation. Summing over all states gives

$$\frac{d}{dt}\sum_i P_i=\sum_{i,j}W_{ij}P_j-\sum_{i,j}W_{ji}P_i=0,$$

because the second double sum becomes the first when the names $i$ and $j$ are exchanged. A function on the real line whose derivative vanishes everywhere is constant, so $\sum_i P_i(t)=\sum_i P_i(0)$.

```lean
/-- The master equation conserves the total probability. -/
theorem total_conserved {n : Type*} [Fintype n] {W : n → n → ℝ} {P : ℝ → n → ℝ}
    (h : MasterEquation W P) (t : ℝ) : ∑ i, P t i = ∑ i, P 0 i := by
  have hd : ∀ t, HasDerivAt (fun u => ∑ i, P u i) 0 t := by
    intro t
    refine (HasDerivAt.fun_sum (fun i _ => h t i)).congr_deriv ?_
    -- every jump is a gain for one state and a loss for another
    simp only [Finset.sum_sub_distrib]
    exact sub_eq_zero.2 Finset.sum_comm
  exact is_const_of_deriv_eq_zero (fun t => (hd t).differentiableAt)
    (fun t => (hd t).deriv) t 0
```

The exchange of names is `Finset.sum_comm`, and the last inference is `is_const_of_deriv_eq_zero`, applied to the times `t` and `0`. With a single state the statement is immediate, since the only gain term equals the only loss term.

## From two populations to one equation

Label the states 0 and 1, and let $P_0(0)+P_1(0)=1$. By conservation $P_1(t)=1-P_0(t)$ at all times. The diagonal terms cancel, and

$$\dot P_0=W_{01}P_1-W_{10}P_0=-W_{10}P_0+W_{01}(1-P_0).$$

This is the two-state equation with $a=W_{10}$ and $b=W_{01}$.

```lean
/-- For two states with total probability one at time zero, the master equation gives the
two-state rate equation for the population of state `0`. -/
theorem rateEquation_of_masterEquation {W : Fin 2 → Fin 2 → ℝ} {P : ℝ → Fin 2 → ℝ}
    (h : MasterEquation W P) (h0 : ∑ i, P 0 i = 1) :
    RateEquation (W 1 0) (W 0 1) (fun t => P t 0) := by
  intro t
  have hc : P t 0 + P t 1 = 1 := by
    rw [← Fin.sum_univ_two, total_conserved h t, h0]
  have e : ∑ j, (W 0 j * P t j - W j 0 * P t 0)
      = -W 1 0 * P t 0 + W 0 1 * (1 - P t 0) := by
    rw [Fin.sum_univ_two]
    linear_combination W 0 1 * hc
  exact (h t 0).congr_deriv e
```

The state whose occupation is followed carries the label `0`, although in many texts 0 denotes the empty state. The fact `hc` is conservation at time `t`. The call `linear_combination W 0 1 * hc` multiplies it by $W_{01}$ and so replaces $P_1$ by $1-P_0$.

## Where gain and loss balance

The loss $ax$ equals the gain $b(1-x)$ exactly when $(a+b)x=b$, that is, when $x=s$. This needs only $a+b\neq 0$.

```lean
/-- If `a + b ≠ 0`, the loss `a x` balances the gain `b (1 - x)` exactly at the stationary
occupation. -/
theorem balance_iff {a b : ℝ} (hab : a + b ≠ 0) (x : ℝ) :
    a * x = b * (1 - x) ↔ x = stationary a b := by
  unfold stationary
  rw [eq_div_iff hab]
  constructor <;> intro e <;> linear_combination e
```

After `eq_div_iff` has cleared the denominator, the two sides of the equivalence differ by a rearrangement of terms.

## The solution formula and its converse

Since $(a+b)s=b$, the right-hand side of the rate equation can be written in terms of the deviation $p-s$:

$$\dot p=b-(a+b)p=-(a+b)(p-s).$$

Multiply the deviation by the integrating factor $e^{(a+b)t}$ and differentiate:

$$\frac{d}{dt}\Big[(p-s)e^{(a+b)t}\Big]=\big[-(a+b)(p-s)+(a+b)(p-s)\big]e^{(a+b)t}=0.$$

The bracket therefore keeps its initial value $p(0)-s$, and multiplication by $e^{-(a+b)t}$ gives

$$p(t)=s+(p(0)-s)\,e^{-(a+b)t}.$$

Conversely, if $p$ has this form, then

$$\dot p=-(a+b)(p(0)-s)e^{-(a+b)t}=-(a+b)(p-s)=-ap+b(1-p),$$

so $p$ solves the equation.

```lean
/-- If `a + b ≠ 0`, a function solves the two-state rate equation exactly when its deviation
from the stationary occupation evolves as `exp (-(a + b) t)`. -/
theorem rateEquation_iff {a b : ℝ} (hab : a + b ≠ 0) (p : ℝ → ℝ) :
    RateEquation a b p ↔ ∀ t, p t =
      stationary a b + (p 0 - stationary a b) * Real.exp (-(a + b) * t) := by
  have hs : (a + b) * stationary a b = b := by
    unfold stationary
    field_simp
  have hexp : ∀ c t : ℝ, HasDerivAt (fun u => Real.exp (c * u)) (c * Real.exp (c * t)) t := by
    intro c t
    have h := ((hasDerivAt_id' t).const_mul c).exp
    exact h.congr_deriv (by ring)
  constructor
  · intro h t
    -- the integrating factor turns the deviation into a constant of motion
    have hg : ∀ t, HasDerivAt
        (fun u => (p u - stationary a b) * Real.exp ((a + b) * u)) 0 t := by
      intro t
      refine (((h t).sub_const (stationary a b)).fun_mul (hexp (a + b) t)).congr_deriv ?_
      linear_combination (-Real.exp ((a + b) * t)) * hs
    have hc := is_const_of_deriv_eq_zero (fun t => (hg t).differentiableAt)
      (fun t => (hg t).deriv) t 0
    simp only [mul_zero, Real.exp_zero, mul_one] at hc
    have he : Real.exp ((a + b) * t) * Real.exp (-(a + b) * t) = 1 := by
      have h0 : (a + b) * t + -(a + b) * t = 0 := by ring
      rw [← Real.exp_add, h0, Real.exp_zero]
    linear_combination Real.exp (-(a + b) * t) * hc - (p t - stationary a b) * he
  · intro h t
    have hd := ((hexp (-(a + b)) t).const_mul (p 0 - stationary a b)).const_add
      (stationary a b)
    have hp := hd.congr_of_eventuallyEq (Eventually.of_forall h)
    refine hp.congr_deriv ?_
    linear_combination (a + b) * h t + hs
```

The theorem is an equivalence between the differential equation and the explicit formula. In the proof, `hs` is the identity $(a+b)s=b$ and `hexp` is the derivative of $e^{ct}$. In the forward direction `hg` states that the product has zero derivative, `hc` that it is constant, and `he` that the two exponentials multiply to one. In the backward direction `congr_of_eventuallyEq` carries the derivative of the explicit expression over to `p`.

The rates need not be positive here. For $b=0$ and $a>0$ the stationary value is zero and the formula becomes $p(t)=p(0)e^{-at}$, the first-order decay of a state that is never refilled. For non-negative rates the condition $a+b\ne0$ excludes only the case in which no jumps happen at all.

## The occupation stays between zero and one

From here on both rates are positive. Then $b/(a+b)$ is positive, and it is less than one because $b<a+b$.

```lean
/-- For positive rates the stationary occupation lies strictly between zero and one. -/
theorem stationary_mem {a b : ℝ} (ha : 0 < a) (hb : 0 < b) :
    stationary a b ∈ Set.Ioo (0 : ℝ) 1 :=
  ⟨div_pos hb (add_pos ha hb), (div_lt_one (add_pos ha hb)).2 (by linarith)⟩
```

For $t>0$ put $E=e^{-(a+b)t}$, so that $0<E<1$. The formula can be written as a weighted mean of the starting value and the stationary value:

$$p(t)=E\,p(0)+(1-E)\,s,\qquad 1-p(t)=E\,(1-p(0))+(1-E)(1-s).$$

If $0\le p(0)\le 1$, the first term in each expression is non-negative and the second is strictly positive. Hence $0<p(t)<1$, even when the system starts with certainty in one of its states.

```lean
/-- For positive rates, a solution of the two-state rate equation that starts in `[0, 1]` at time
zero lies strictly between zero and one at every later time. -/
theorem occupation_mem_Ioo {a b : ℝ} (ha : 0 < a) (hb : 0 < b) {p : ℝ → ℝ}
    (h : RateEquation a b p) (h0 : p 0 ∈ Set.Icc (0 : ℝ) 1) {t : ℝ} (ht : 0 < t) :
    p t ∈ Set.Ioo (0 : ℝ) 1 := by
  have hab : 0 < a + b := add_pos ha hb
  have hp := (rateEquation_iff hab.ne' p).1 h t
  obtain ⟨hs0, hs1⟩ := stationary_mem ha hb
  have hF0 := Real.exp_pos (-(a + b) * t)
  have hF1 : Real.exp (-(a + b) * t) < 1 :=
    Real.exp_lt_one_iff.2 (by nlinarith [mul_pos hab ht])
  -- `p t` is a convex combination of `p 0` and the stationary occupation
  constructor
  · nlinarith [mul_pos hs0 (sub_pos.2 hF1), mul_nonneg h0.1 hF0.le]
  · nlinarith [mul_pos (sub_pos.2 hs1) (sub_pos.2 hF1),
      mul_nonneg (sub_nonneg.2 h0.2) hF0.le]
```

`Set.Icc` is the closed interval and `Set.Ioo` the open one. The two calls of `nlinarith` treat the lower and the upper bound, and each is handed the two products that appear in the corresponding expression above. The strict lower bound fails for $b=0$: a state that is empty at the start then stays empty.

## Relaxation to the stationary occupation

At $t=0$ the occupation lies in $[0,1]$ by assumption, and for $t>0$ the previous step applies. As $t\to\infty$ the exponent $-(a+b)t$ goes to $-\infty$, the exponential goes to zero, and $p(t)\to s$.

```lean
/-- For positive rates, every solution of the two-state rate equation relaxes exponentially
with rate `a + b`, stays in `[0, 1]` for `t ≥ 0` if it starts there, and tends to
`b / (a + b)`. -/
theorem two_state_relaxation {a b : ℝ} (ha : 0 < a) (hb : 0 < b) {p : ℝ → ℝ}
    (h : RateEquation a b p) :
    (∀ t, p t = b / (a + b) + (p 0 - b / (a + b)) * Real.exp (-(a + b) * t)) ∧
    (p 0 ∈ Set.Icc (0 : ℝ) 1 → ∀ t, 0 ≤ t → p t ∈ Set.Icc (0 : ℝ) 1) ∧
    Tendsto p atTop (𝓝 (b / (a + b))) := by
  have hab : 0 < a + b := add_pos ha hb
  have hp : ∀ t, p t = b / (a + b) + (p 0 - b / (a + b)) * Real.exp (-(a + b) * t) :=
    (rateEquation_iff hab.ne' p).1 h
  refine ⟨hp, ?_, ?_⟩
  · intro h0 t ht
    rcases ht.eq_or_lt with rfl | ht
    · exact h0
    · exact Set.Ioo_subset_Icc_self (occupation_mem_Ioo ha hb h h0 ht)
  · have hneg : -(a + b) < 0 := by linarith
    have hlin : Tendsto (fun t : ℝ => -(a + b) * t) atTop atBot :=
      tendsto_id.const_mul_atTop_of_neg hneg
    have hE : Tendsto (fun t : ℝ => Real.exp (-(a + b) * t)) atTop (𝓝 0) :=
      Real.tendsto_exp_atBot.comp hlin
    have hl := (hE.const_mul (p 0 - b / (a + b))).const_add (b / (a + b))
    simp only [mul_zero, add_zero] at hl
    exact hl.congr (fun t => (hp t).symm)
```

The theorem collects three statements about any solution `p`: the formula for all real times, the bounds for `0 ≤ t` under the assumption that `p 0` lies in $[0,1]$, and the limit. The first and the third hold for every real starting value. In the proof of the limit, `hlin` describes the exponent, `hE` the exponential, and `hl` the whole right-hand side of the formula.

As a numerical case, take $a=3\ \mathrm{s}^{-1}$, $b=1\ \mathrm{s}^{-1}$ and $p(0)=1$. Then $s=1/4$ and $p(t)=\tfrac14+\tfrac34e^{-4t}$ with $t$ in seconds, so that after half a second $p\approx0.35$. The time constant is $1/(a+b)=0.25\ \mathrm{s}$, shorter than the mean dwell time $1/a\approx0.33\ \mathrm{s}$ in the initial state, because jumps in both directions contribute to the relaxation.

In a simulation that advances in steps of length $\Delta t$, the formula, used at $t$ and at $t+\Delta t$, becomes the update

$$p(t+\Delta t)=s+\big(p(t)-s\big)e^{-(a+b)\Delta t},$$

which has no discretisation error for a two-state system as long as the rates are constant during the step. The same expression describes the populations of a two-level quantum system that relaxes at constant rates with its populations decoupled from the coherences; the population relaxation time is then $T_1=1/(a+b)$.

## Backwards in time the bounds fail

The restriction to $t\ge0$ in the bounds is needed. Let $d=p(0)-s$ be non-zero and consider the negative time

$$t_*=-\frac{1}{(a+b)\,|d|}.$$

The formula gives $p(t_*)-s=d\,e^{1/|d|}$. With $e^x\ge 1+x$,

$$|p(t_*)-s|=|d|\,e^{1/|d|}\ge|d|\Big(1+\frac1{|d|}\Big)=|d|+1>1.$$

Two points of $[0,1]$ are at most a distance one apart, and $s$ lies in that interval, so $p(t_*)$ does not.

```lean
/-- For positive rates, a solution of the two-state rate equation that is not at the stationary
occupation at time zero lies outside `[0, 1]` at some negative time. -/
theorem exits_backward {a b : ℝ} (ha : 0 < a) (hb : 0 < b) {p : ℝ → ℝ}
    (h : RateEquation a b p) (h0 : p 0 ≠ stationary a b) :
    ∃ t < 0, p t ∉ Set.Icc (0 : ℝ) 1 := by
  have hab : 0 < a + b := add_pos ha hb
  have hd : 0 < |p 0 - stationary a b| := abs_pos.2 (sub_ne_zero.2 h0)
  obtain ⟨hs0, hs1⟩ := stationary_mem ha hb
  refine ⟨-(1 / |p 0 - stationary a b| / (a + b)),
    neg_lt_zero.2 (div_pos (one_div_pos.2 hd) hab), ?_⟩
  intro hm
  have hp := (rateEquation_iff hab.ne' p).1 h (-(1 / |p 0 - stationary a b| / (a + b)))
  have harg : -(a + b) * -(1 / |p 0 - stationary a b| / (a + b))
      = 1 / |p 0 - stationary a b| := by
    rw [neg_mul_neg, mul_div_cancel₀ _ hab.ne']
  rw [harg] at hp
  have hle : |(p 0 - stationary a b) * Real.exp (1 / |p 0 - stationary a b|)| ≤ 1 :=
    abs_le.2 ⟨by linarith [hm.1], by linarith [hm.2]⟩
  rw [abs_mul, abs_of_pos (Real.exp_pos _)] at hle
  -- the deviation has grown beyond the width of the interval
  have hgrow := mul_le_mul_of_nonneg_left
    (Real.add_one_le_exp (1 / |p 0 - stationary a b|)) hd.le
  have hone : |p 0 - stationary a b| * (1 / |p 0 - stationary a b|) = 1 :=
    mul_one_div_cancel hd.ne'
  rw [mul_add, hone, mul_one] at hgrow
  linarith

end

end TwoStateMasterEquation
```

The proof assumes in `hm` that the value at $t_*$ does lie in $[0,1]$. From this `hle` obtains that the deviation is at most one in size, while `hgrow` contains the lower bound $|d|+1$, and the two contradict each other. Physically, a system whose occupation differs from $b/(a+b)$ cannot have obeyed this equation with the same constant rates for all earlier times. It may, for example, have been prepared at some moment, or its rates may have changed.

```lean
#print axioms TwoStateMasterEquation.rateEquation_of_masterEquation
#print axioms TwoStateMasterEquation.balance_iff
#print axioms TwoStateMasterEquation.two_state_relaxation
#print axioms TwoStateMasterEquation.exits_backward
```

```
'TwoStateMasterEquation.rateEquation_of_masterEquation' depends on axioms: [propext, Classical.choice, Quot.sound]
'TwoStateMasterEquation.balance_iff' depends on axioms: [propext, Classical.choice, Quot.sound]
'TwoStateMasterEquation.two_state_relaxation' depends on axioms: [propext, Classical.choice, Quot.sound]
'TwoStateMasterEquation.exits_backward' depends on axioms: [propext, Classical.choice, Quot.sound]
```
